# If Löwdin orbitals maximise the sum of squared overlaps with the originals, any two coupled by $S^{1/2}$ have equal diagonal entries in it

Before I accept Löwdin orbitals as the orthonormal set with the largest sum of squared overlaps with my original orbitals, I compare diagonal entries of $S^{1/2}$, where $S$ is the overlap matrix. If two orbitals have a non-zero off-diagonal entry between them but different diagonal entries, I conclude that the Löwdin set is not the maximiser. The argument I know is a quick first-order variation. Can it be made rigorous and checked by machine, together with an example where the Löwdin set really fails?

## Rotating one pair of orbitals

Yes. Let the columns $A_i$ of a real square matrix $A$ be the original orbitals, written in an orthonormal basis of their span. Let $R$ be positive definite with $R^2=A^TA=S$, and let $W=AR^{-1}$ be the Löwdin basis. For orthogonal $Q$ with columns $Q_i$, the criterion is

$$F(Q)=\sum_i\langle Q_i,A_i\rangle^2=\sum_i (Q^TA)_{ii}^2 .$$

Since $R$ is symmetric, $W^TA=R^{-1}R^2=R$ and $W^TW=RR^{-1}=1$. Hence $W$ is orthogonal and $F(W)=\sum_i R_{ii}^2$.

Now take $i\neq j$ and $c^2+s^2=1$, and replace $W_i$ by $cW_i+sW_j$ and $W_j$ by $cW_j-sW_i$. Only two overlaps change. With $a=R_{ii}$, $d=R_{jj}$ and $b=R_{ij}=R_{ji}$, they become $ca+sb$ and $cd-sb$, so $F$ changes by

$$\Delta=(ca+sb)^2+(cd-sb)^2-a^2-d^2=2cs\,b(a-d)+s^2(2b^2-a^2-d^2).$$

If $W$ is a maximiser, $\Delta\le 0$ for every angle. Put $s=tc$ and multiply by $1+t^2=1/c^2$:

$$2t\,b(a-d)+t^2(2b^2-a^2-d^2)\le 0 .$$

Choose $t=b(a-d)/(a^2+d^2+1)$. Then $b(a-d)=t(a^2+d^2+1)$, and the left side equals $t^2(a^2+d^2+2b^2+2)$. This forces $t=0$, so $b(a-d)=0$. If $R_{ij}\neq0$, then $R_{ii}=R_{jj}$.

For two orbitals the condition is also sufficient. Every orthogonal $Q$ is $W$ times a rotation, possibly with the sign of one column reversed, which leaves $F$ unchanged. If $b=0$, then $\Delta=-s^2(a^2+d^2)\le0$. If $a=d$, then $\Delta=-2s^2(a^2-b^2)\le0$, because $a^2-b^2=\det R>0$.

The plain sum $\sum_i\langle Q_i,A_i\rangle$ behaves differently: $W$ always maximises it. Writing $Q=WG$ with $G$ orthogonal, positivity of $R$ gives

$$0\le\operatorname{tr}\big((1-G)^TR(1-G)\big)=2\operatorname{tr}R-2\operatorname{tr}(G^TR),$$

and the two traces are the plain sums for $W$ and $Q$.

Here is the complete Lean file.

```lean
import Mathlib

open Matrix

namespace LoewdinSquaredOverlap

noncomputable section

variable {n : Type*} [Fintype n] [DecidableEq n]

/-- The matrix `A R⁻¹`. It is the Löwdin basis for the columns of `A` when `R` is the positive
definite square root of `Aᵀ A`. -/
def loewdin (A R : Matrix n n ℝ) : Matrix n n ℝ := A * R⁻¹

/-- The sum of overlaps between matching columns of `Q` and `A`. -/
def totalOverlap (Q A : Matrix n n ℝ) : ℝ := ∑ i, ∑ k, Q k i * A k i

/-- The sum of squared overlaps between matching columns of `Q` and `A`. -/
def squaredOverlap (Q A : Matrix n n ℝ) : ℝ := ∑ i, (∑ k, Q k i * A k i) ^ 2

/-- `W` is orthogonal and maximises the sum of squared overlaps with `A` among
orthogonal matrices. -/
def IsOptimal (W A : Matrix n n ℝ) : Prop :=
  Wᵀ * W = 1 ∧ ∀ Q : Matrix n n ℝ, Qᵀ * Q = 1 → squaredOverlap Q A ≤ squaredOverlap W A

/-- The matrix that mixes orbitals `i` and `j` with coefficients `c` and `s`. It is a rotation when
`i ≠ j` and `c ^ 2 + s ^ 2 = 1`. -/
def pairRotation (i j : n) (c s : ℝ) : Matrix n n ℝ :=
  1 + (c - 1) • (single i i 1 + single j j 1) + s • (single j i 1 - single i j 1)

omit [DecidableEq n] in
lemma squaredOverlap_eq (Q A : Matrix n n ℝ) :
    squaredOverlap Q A = ∑ i, ((Qᵀ * A) i i) ^ 2 := by
  simp only [squaredOverlap, Matrix.mul_apply, Matrix.transpose_apply]

/-- The Löwdin basis is orthonormal, and its overlap matrix with the original orbitals
is `R`. -/
theorem loewdin_overlap {A R : Matrix n n ℝ} (hR : R.PosDef) (hA : R * R = Aᵀ * A) :
    (loewdin A R)ᵀ * loewdin A R = 1 ∧ (loewdin A R)ᵀ * A = R := by
  have hu : IsUnit R.det := hR.det_pos.ne'.isUnit
  have hs : Rᵀ = R := by
    have h := hR.isHermitian.eq
    rwa [conjTranspose_eq_transpose_of_trivial] at h
  have h1 : (loewdin A R)ᵀ * A = R := by
    unfold loewdin
    rw [transpose_mul, transpose_nonsing_inv, hs, Matrix.mul_assoc, ← hA,
      ← Matrix.mul_assoc, nonsing_inv_mul _ hu, Matrix.one_mul]
  refine ⟨?_, h1⟩
  calc (loewdin A R)ᵀ * loewdin A R = ((loewdin A R)ᵀ * A) * R⁻¹ := by
        rw [Matrix.mul_assoc]; rfl
    _ = 1 := by rw [h1, mul_nonsing_inv _ hu]

/-- Every orthonormal basis `Q` is related to the Löwdin basis by an orthogonal `G`, and its
overlap matrix with the original orbitals is `Gᵀ R`. -/
theorem relative_rotation {A R Q : Matrix n n ℝ} (hR : R.PosDef) (hA : R * R = Aᵀ * A)
    (hQ : Qᵀ * Q = 1) :
    ∃ G : Matrix n n ℝ, Q = loewdin A R * G ∧ Gᵀ * G = 1 ∧ Qᵀ * A = Gᵀ * R := by
  obtain ⟨hW, hWA⟩ := loewdin_overlap hR hA
  have hW' : loewdin A R * (loewdin A R)ᵀ = 1 := mul_eq_one_comm.mp hW
  have hq : Q = loewdin A R * ((loewdin A R)ᵀ * Q) := by
    rw [← Matrix.mul_assoc, hW', Matrix.one_mul]
  refine ⟨(loewdin A R)ᵀ * Q, hq, ?_, ?_⟩
  · rw [transpose_mul, transpose_transpose, Matrix.mul_assoc, ← hq, hQ]
  · rw [transpose_mul, transpose_transpose, Matrix.mul_assoc]
    nth_rewrite 2 [← hWA]
    rw [← Matrix.mul_assoc (loewdin A R), hW', Matrix.one_mul]

/-- The Löwdin basis maximises the plain sum of overlaps among orthonormal bases. -/
theorem loewdin_maximises_totalOverlap {A R Q : Matrix n n ℝ} (hR : R.PosDef)
    (hA : R * R = Aᵀ * A) (hQ : Qᵀ * Q = 1) :
    totalOverlap Q A ≤ totalOverlap (loewdin A R) A := by
  have ht : ∀ X : Matrix n n ℝ, totalOverlap X A = (Xᵀ * A).trace := fun X => by
    simp only [totalOverlap, Matrix.trace, Matrix.diag_apply, Matrix.mul_apply,
      Matrix.transpose_apply]
  obtain ⟨G, -, hG, hQA⟩ := relative_rotation hR hA hQ
  rw [ht, ht, hQA, (loewdin_overlap hR hA).2]
  have hs : Rᵀ = R := by
    have h := hR.isHermitian.eq
    rwa [conjTranspose_eq_transpose_of_trivial] at h
  -- positivity of R on the columns of 1 - G
  have hp := (hR.posSemidef.conjTranspose_mul_mul_same (1 - G)).trace_nonneg
  rw [conjTranspose_eq_transpose_of_trivial, transpose_sub, transpose_one] at hp
  have e : (1 - Gᵀ) * R * (1 - G) = R - R * G - Gᵀ * R + Gᵀ * R * G := by noncomm_ring
  have e1 : (R * G).trace = (Gᵀ * R).trace := by
    rw [← trace_transpose (R * G), transpose_mul, hs]
  have e2 : (Gᵀ * R * G).trace = R.trace := by
    rw [trace_mul_comm, ← Matrix.mul_assoc, mul_eq_one_comm.mp hG, Matrix.one_mul]
  rw [e, trace_add, trace_sub, trace_sub, e1, e2] at hp
  linarith

omit [Fintype n] in
lemma pairRotation_transpose (i j : n) (c s : ℝ) :
    (pairRotation i j c s)ᵀ =
      1 + (c - 1) • (single i i 1 + single j j 1) - s • (single j i 1 - single i j 1) := by
  simp only [pairRotation, transpose_add, transpose_sub, transpose_smul, transpose_one,
    transpose_single]
  module

lemma pairRotation_orthogonal {i j : n} (hij : i ≠ j) {c s : ℝ} (h : c ^ 2 + s ^ 2 = 1) :
    (pairRotation i j c s)ᵀ * pairRotation i j c s = 1 := by
  rw [pairRotation_transpose, pairRotation]
  have hPP : (single i i (1 : ℝ) + single j j 1) * (single i i 1 + single j j 1)
      = single i i 1 + single j j 1 := by
    simp [add_mul, mul_add, hij, hij.symm]
  have hPK : (single i i (1 : ℝ) + single j j 1) * (single j i 1 - single i j 1)
      = single j i 1 - single i j 1 := by
    simp [add_mul, mul_sub, hij, hij.symm]
  have hKP : (single j i (1 : ℝ) - single i j 1) * (single i i 1 + single j j 1)
      = single j i 1 - single i j 1 := by
    simp [sub_mul, mul_add, hij, hij.symm]
    abel
  have hKK : (single j i (1 : ℝ) - single i j 1) * (single j i 1 - single i j 1)
      = -(single i i 1 + single j j 1) := by
    simp [sub_mul, mul_sub, hij, hij.symm]
    abel
  generalize single i i (1 : ℝ) + single j j 1 = P at *
  generalize single j i (1 : ℝ) - single i j 1 = K at *
  simp only [add_mul, sub_mul, mul_add, smul_mul_assoc, mul_smul_comm, one_mul, mul_one,
    hPP, hPK, hKP, hKK]
  linear_combination (norm := module) h • P

/-- Rotating orbitals `i` and `j` changes the sum of squared diagonal overlaps only through
the two overlaps of these orbitals. -/
theorem rotation_gain (R : Matrix n n ℝ) {i j : n} (hij : i ≠ j) (c s : ℝ) :
    ∑ k, (((pairRotation i j c s)ᵀ * R) k k) ^ 2 - ∑ k, (R k k) ^ 2 =
      (c * R i i + s * R j i) ^ 2 + (c * R j j - s * R i j) ^ 2
        - R i i ^ 2 - R j j ^ 2 := by
  have hE : ∀ a b k : n, (single a b (1 : ℝ) * R) k k = if a = k then R b k else 0 := by
    intro a b k
    by_cases h : a = k <;> simp [Matrix.mul_apply, Matrix.single_apply, h]
  have hd : ∀ k, ((pairRotation i j c s)ᵀ * R) k k = R k k
      + (c - 1) * ((if i = k then R i k else 0) + (if j = k then R j k else 0))
      - s * ((if j = k then R i k else 0) - (if i = k then R j k else 0)) := by
    intro k
    rw [pairRotation_transpose]
    simp only [add_mul, sub_mul, smul_mul_assoc, one_mul, Matrix.add_apply,
      Matrix.sub_apply, Matrix.smul_apply, smul_eq_mul, hE]
  rw [← Finset.sum_sub_distrib, Fintype.sum_eq_add i j hij]
  · simp only [hd, hij, hij.symm, ↓reduceIte]
    ring
  · rintro k ⟨hi, hj⟩
    simp [hd, hi.symm, hj.symm]

lemma first_order_vanishes {a b d : ℝ} (h : ∀ c s : ℝ, c ^ 2 + s ^ 2 = 1 →
    (c * a + s * b) ^ 2 + (c * d - s * b) ^ 2 ≤ a ^ 2 + d ^ 2) : b * (a - d) = 0 := by
  -- a trial angle with tangent t proportional to the first-order term
  obtain ⟨t, ht⟩ : ∃ t : ℝ, t * (a ^ 2 + d ^ 2 + 1) = b * (a - d) :=
    ⟨b * (a - d) / (a ^ 2 + d ^ 2 + 1), div_mul_cancel₀ _ (by positivity)⟩
  obtain ⟨c, hc⟩ : ∃ c : ℝ, c ^ 2 * (1 + t ^ 2) = 1 :=
    ⟨(√(1 + t ^ 2))⁻¹, by
      rw [inv_pow, Real.sq_sqrt (by positivity)]
      exact inv_mul_cancel₀ (by positivity)⟩
  have h1 := mul_le_mul_of_nonneg_left (h c (t * c) (by linear_combination hc))
    (show 0 ≤ 1 + t ^ 2 by positivity)
  have e : (1 + t ^ 2) * ((c * a + t * c * b) ^ 2 + (c * d - t * c * b) ^ 2)
      = (a + t * b) ^ 2 + (d - t * b) ^ 2 := by
    linear_combination ((a + t * b) ^ 2 + (d - t * b) ^ 2) * hc
  rw [e] at h1
  have e2 : t * (t * (a ^ 2 + d ^ 2 + 1)) = t * (b * (a - d)) := by rw [ht]
  have h2 : t ^ 2 ≤ 0 := by
    nlinarith [sq_nonneg (t * a), sq_nonneg (t * d), sq_nonneg (t * b), sq_nonneg t]
  have h3 : t = 0 := pow_eq_zero_iff two_ne_zero |>.mp (le_antisymm h2 (sq_nonneg t))
  rw [← ht, h3, zero_mul]

/-- If the Löwdin basis maximises the sum of squared overlaps, then any two orbitals coupled
by a non-zero `R i j` have equal diagonal entries of `R`. -/
theorem diag_eq_of_isOptimal {A R : Matrix n n ℝ} (hR : R.PosDef) (hA : R * R = Aᵀ * A)
    (hopt : IsOptimal (loewdin A R) A) {i j : n} (hRij : R i j ≠ 0) : R i i = R j j := by
  by_cases hij : i = j
  · rw [hij]
  obtain ⟨hW, hWA⟩ := loewdin_overlap hR hA
  have hs : R j i = R i j := by simpa using hR.isHermitian.apply i j
  have key : R i j * (R i i - R j j) = 0 := by
    apply first_order_vanishes
    intro c s hcs
    have hG := pairRotation_orthogonal hij hcs
    -- compare the Löwdin basis with its rotated copy
    have h := hopt.2 (loewdin A R * pairRotation i j c s) (by
      rw [transpose_mul, Matrix.mul_assoc, ← Matrix.mul_assoc (loewdin A R)ᵀ, hW,
        Matrix.one_mul, hG])
    rw [squaredOverlap_eq, squaredOverlap_eq, transpose_mul, Matrix.mul_assoc, hWA] at h
    have hg := rotation_gain R hij c s
    rw [hs] at hg
    linarith
  exact sub_eq_zero.mp ((mul_eq_zero.mp key).resolve_left hRij)

/-- For two orbitals, the Löwdin basis maximises the sum of squared overlaps exactly when
`R` is diagonal or has equal diagonal entries. -/
theorem isOptimal_two_iff {A R : Matrix (Fin 2) (Fin 2) ℝ} (hR : R.PosDef)
    (hA : R * R = Aᵀ * A) :
    IsOptimal (loewdin A R) A ↔ R 0 1 = 0 ∨ R 0 0 = R 1 1 := by
  constructor
  · intro h
    by_cases hb : R 0 1 = 0
    · exact Or.inl hb
    · exact Or.inr (diag_eq_of_isOptimal hR hA h hb)
  intro hcase
  obtain ⟨hW, hWA⟩ := loewdin_overlap hR hA
  refine ⟨hW, fun Q hQ => ?_⟩
  obtain ⟨G, -, hG, hQA⟩ := relative_rotation hR hA hQ
  have hG' : G * Gᵀ = 1 := mul_eq_one_comm.mp hG
  have h1 : (G * Gᵀ) 0 0 = 1 := by rw [hG']; simp
  have h2 : (G * Gᵀ) 1 1 = 1 := by rw [hG']; simp
  have h3 : (Gᵀ * G) 0 0 = 1 := by rw [hG]; simp
  have h4 : (G * Gᵀ) 0 1 = 0 := by rw [hG']; simp
  have hs : R 1 0 = R 0 1 := by simpa using hR.isHermitian.apply 0 1
  have hdet := hR.det_pos
  rw [det_fin_two, hs] at hdet
  rw [squaredOverlap_eq, squaredOverlap_eq, hQA, hWA]
  simp only [Matrix.mul_apply, Fin.sum_univ_two, Matrix.transpose_apply] at h1 h2 h3 h4 ⊢
  rw [hs]
  rcases hcase with hb | hb
  · rw [hb]
    have e : R 0 0 ^ 2 + R 1 1 ^ 2 - ((G 0 0 * R 0 0 + G 1 0 * 0) ^ 2
        + (G 0 1 * 0 + G 1 1 * R 1 1) ^ 2) = (G 0 1 * R 0 0) ^ 2 + (G 1 0 * R 1 1) ^ 2 := by
      linear_combination (-R 0 0 ^ 2) * h1 - R 1 1 ^ 2 * h2
    nlinarith [sq_nonneg (G 0 1 * R 0 0), sq_nonneg (G 1 0 * R 1 1)]
  · rw [← hb] at hdet ⊢
    have e : R 0 0 ^ 2 + R 0 0 ^ 2 - ((G 0 0 * R 0 0 + G 1 0 * R 0 1) ^ 2
        + (G 0 1 * R 0 1 + G 1 1 * R 0 0) ^ 2)
        = 2 * (G 1 0 ^ 2 * (R 0 0 * R 0 0 - R 0 1 * R 0 1)) := by
      linear_combination (-R 0 0 ^ 2) * h3 - R 0 0 ^ 2 * h2 - R 0 1 ^ 2 * (h1 - h3)
        - 2 * R 0 0 * R 0 1 * h4
    have := mul_nonneg (sq_nonneg (G 1 0)) hdet.le
    linarith

lemma posDef_pair {a d : ℝ} (ha : 1 < a) (hd : 1 ≤ d) : (!![a, 1; 1, d]).PosDef := by
  rw [posDef_iff_dotProduct_mulVec]
  constructor
  · ext i j
    fin_cases i <;> fin_cases j <;> simp
  · intro x hx
    have e : star x ⬝ᵥ (!![a, 1; 1, d] *ᵥ x)
        = (a - 1) * x 0 ^ 2 + (x 0 + x 1) ^ 2 + (d - 1) * x 1 ^ 2 := by
      simp [dotProduct, Matrix.mulVec, Fin.sum_univ_two]
      ring
    rw [e]
    have hy : 0 ≤ (d - 1) * x 1 ^ 2 := mul_nonneg (by linarith) (sq_nonneg _)
    by_cases h0 : x 0 = 0
    · have h1 : x 1 ≠ 0 := fun h1 => hx (by ext k; fin_cases k <;> simp [h0, h1])
      have : 0 < (x 0 + x 1) ^ 2 := by rw [h0, zero_add]; positivity
      have : 0 ≤ (a - 1) * x 0 ^ 2 := mul_nonneg (by linarith) (sq_nonneg _)
      linarith
    · have : 0 < (a - 1) * x 0 ^ 2 := mul_pos (by linarith) (by positivity)
      linarith [sq_nonneg (x 0 + x 1)]

/-- For the orbitals `(1, 2)` and `(1, 1)` the Löwdin basis does not maximise the sum of
squared overlaps. -/
theorem loewdin_not_optimal :
    (!![2, 1; 1, 1] : Matrix (Fin 2) (Fin 2) ℝ).PosDef ∧
    (!![2, 1; 1, 1] * !![2, 1; 1, 1] : Matrix (Fin 2) (Fin 2) ℝ)
      = !![1, 1; 2, 1]ᵀ * !![1, 1; 2, 1] ∧
    ¬ IsOptimal (loewdin !![1, 1; 2, 1] !![2, 1; 1, 1]) !![1, 1; 2, 1] := by
  have hR : (!![2, 1; 1, 1] : Matrix (Fin 2) (Fin 2) ℝ).PosDef :=
    posDef_pair (by norm_num) le_rfl
  have hA : (!![2, 1; 1, 1] * !![2, 1; 1, 1] : Matrix (Fin 2) (Fin 2) ℝ)
      = !![1, 1; 2, 1]ᵀ * !![1, 1; 2, 1] := by
    ext i j
    fin_cases i <;> fin_cases j <;> norm_num [Matrix.mul_apply, Fin.sum_univ_two]
  refine ⟨hR, hA, ?_⟩
  rw [isOptimal_two_iff hR hA]
  norm_num

/-- For the orbitals `(-1, 2)` and `(-2, 1)` the Löwdin basis maximises the sum of squared
overlaps, with a non-zero off-diagonal entry of `R`. -/
theorem isOptimal_witness :
    (!![2, 1; 1, 2] : Matrix (Fin 2) (Fin 2) ℝ).PosDef ∧
    (!![2, 1; 1, 2] * !![2, 1; 1, 2] : Matrix (Fin 2) (Fin 2) ℝ)
      = !![-1, -2; 2, 1]ᵀ * !![-1, -2; 2, 1] ∧
    IsOptimal (loewdin !![-1, -2; 2, 1] !![2, 1; 1, 2]) !![-1, -2; 2, 1] ∧
    (!![2, 1; 1, 2] : Matrix (Fin 2) (Fin 2) ℝ) 0 1 ≠ 0 := by
  have hR : (!![2, 1; 1, 2] : Matrix (Fin 2) (Fin 2) ℝ).PosDef :=
    posDef_pair (by norm_num) (by norm_num)
  have hA : (!![2, 1; 1, 2] * !![2, 1; 1, 2] : Matrix (Fin 2) (Fin 2) ℝ)
      = !![-1, -2; 2, 1]ᵀ * !![-1, -2; 2, 1] := by
    ext i j
    fin_cases i <;> fin_cases j <;> norm_num [Matrix.mul_apply, Fin.sum_univ_two]
  exact ⟨hR, hA, (isOptimal_two_iff hR hA).mpr (Or.inr (by simp)), by simp⟩

end

end LoewdinSquaredOverlap
```

```lean
#print axioms LoewdinSquaredOverlap.loewdin_maximises_totalOverlap
#print axioms LoewdinSquaredOverlap.diag_eq_of_isOptimal
#print axioms LoewdinSquaredOverlap.loewdin_not_optimal
```

```
'LoewdinSquaredOverlap.loewdin_maximises_totalOverlap' depends on axioms: [propext, Classical.choice, Quot.sound]
'LoewdinSquaredOverlap.diag_eq_of_isOptimal' depends on axioms: [propext, Classical.choice, Quot.sound]
'LoewdinSquaredOverlap.loewdin_not_optimal' depends on axioms: [propext, Classical.choice, Quot.sound]
```

## What the theorems say about orbitals

The main theorem is `diag_eq_of_isOptimal`. Its index type `n` is any finite set of orbital labels. The hypotheses `hR : R.PosDef` and `hA : R * R = Aᵀ * A` identify `R` as $S^{1/2}$; they also make $A$ invertible, which expresses linear independence of the orbitals. `loewdin A R` is $W$, and `squaredOverlap` is $F$. `IsOptimal` says that a matrix is orthogonal and that no orthogonal matrix has a larger $F$, so optimality is global. The conclusion is `R i i = R j j` whenever `R i j ≠ 0`.

`isOptimal_two_iff` gives the equivalence for two orbitals, and `loewdin_maximises_totalOverlap` the result for the plain sum. Complex orbitals are not treated, nor is sufficiency for more than two orbitals.

`loewdin_not_optimal` supplies the failure you asked for: the orbitals $(1,2)$ and $(1,1)$ have $R_{00}=2$, $R_{11}=1$ and $R_{01}=1$. Their unequal lengths matter. Normalised to $(1,2)/\sqrt5$ and $(1,1)/\sqrt2$, they have overlap $3/\sqrt{10}$ and an optimal Löwdin basis, since $R_{00}^2+R_{01}^2=1=R_{01}^2+R_{11}^2$ makes the diagonal entries equal for any normalised pair. Three normalised orbitals can fail, as a hand calculation outside the file shows. Let the middle orbital have overlap $12\sqrt2/25$ with each outer one, and let the outer two be orthogonal. Then $R_{00}=R_{22}=9/10$, $R_{11}=4/5$, $R_{01}=R_{12}=3\sqrt2/10$ and $R_{02}=-1/10$, so the main theorem rules out optimality. `isOptimal_witness` uses $(-1,2)$ and $(-2,1)$, both of length $\sqrt5$; after normalisation their overlap is $4/5$, with $R_{00}=R_{11}=2/\sqrt5$ and $R_{01}=1/\sqrt5$.

In electronic structure, the result gives a test of Löwdin orbitals against this one criterion of resemblance to the original orbitals, for a finite set of real, linearly independent orbitals. For three or more orbitals, the file proves that failing the test rules out optimality; it does not prove the converse, that passing it guarantees optimality.

## How the proof follows the rotation

`loewdin_overlap` proves $W^TW=1$ and $W^TA=R$. `pairRotation` defines the rotation, `pairRotation_orthogonal` shows that it is orthogonal, and `rotation_gain` computes the change in $F$ by reducing the sum to its terms $i$ and $j$. `first_order_vanishes` contains the choice of $t$: it obtains $c$ from $c^2(1+t^2)=1$, and `nlinarith` derives $t^2\le0$. The main theorem applies optimality to the rotated basis and combines these lemmas.

`relative_rotation` writes an arbitrary $Q$ as $WG$. The plain-sum theorem then uses the trace inequality above, while `isOptimal_two_iff` works with the entries of $G$ and the relations from $G^TG=GG^T=1$, which covers rotations and reflections together.

The comparison depends on the rotated basis being admissible, and there the decisive device is `linear_combination (norm := module) h • P`. With $P=E_{ii}+E_{jj}$ and $K=E_{ji}-E_{ij}$, where $E_{kl}$ has a single 1 in row $k$, column $l$, the file first proves $P^2=P$, $PK=KP=K$ and $K^2=-P$. Expanding the product of the transposed rotation with the rotation leaves $1+(c^2+s^2-1)P$. The tactic subtracts the scalar equation `h`, multiplied by the matrix `P`, and `module` checks that nothing remains. No entry-by-entry case split is needed.

## Equal diagonals without positivity

Suppose $R$ need only be symmetric with $R^2=A^TA$. Take $A=1$ and

$$R=\begin{pmatrix}0&1\\1&0\end{pmatrix}.$$

Then $R^2=1$ and $R_{00}=R_{11}=0$, but $W=R^{-1}$ swaps the two orbitals, so $F(W)=0$ while $F(1)=2$. The two-orbital condition holds and $W$ is still not optimal. Here $\det R=-1$, so the inequality $a^2-b^2>0$ used for sufficiency fails.
